# Level-shift error bound for the ground energy of a two-block embedding Hamiltonian

Let \(A\) and \(C\) be real symmetric matrices with lowest eigenvalues \(a_0\) and \(c_0\), let \(B\) be a real matrix that couples them, and let \(\mu\) be a real level shift with \(\mu + c_0 > a_0\); then the lowest eigenvalue \(E\) of

\[
H(\mu) = \begin{pmatrix} A & B \\ B^{T} & C + \mu 1 \end{pmatrix}
\qquad\text{satisfies}\qquad
a_0 - \frac{\|B\|^2}{\mu + c_0 - a_0} \;\le\; E \;\le\; a_0 ,
\]

where \(\|B\|\) is the Euclidean operator norm. For large \(\mu\) the error \(|E - a_0|\) is therefore at most of order \(1/\mu\), and \(E\) tends to \(a_0\) as \(\mu\) grows.

```lean
import Mathlib

open Matrix Filter Topology
open scoped Matrix.Norms.L2Operator

namespace ProjectorEmbedding

variable {m n : Type*} [Fintype m] [Fintype n] [DecidableEq m] [DecidableEq n]

/-- `E` is the lowest eigenvalue of the real matrix `M`. -/
def IsGroundEnergy (M : Matrix n n ℝ) (E : ℝ) : Prop :=
  (∃ v : n → ℝ, v ≠ 0 ∧ M *ᵥ v = E • v) ∧
    ∀ (e : ℝ) (v : n → ℝ), v ≠ 0 → M *ᵥ v = e • v → E ≤ e

/-- The Hamiltonian of an active block `A` coupled by `B` to an environment block `C`
whose levels are shifted by `μ`. -/
def embeddedHamiltonian (A : Matrix m m ℝ) (B : Matrix m n ℝ) (C : Matrix n n ℝ) (μ : ℝ) :
    Matrix (m ⊕ n) (m ⊕ n) ℝ :=
  Matrix.fromBlocks A B Bᵀ (C + μ • (1 : Matrix n n ℝ))

omit [Fintype m] [Fintype n] [DecidableEq m] in
/-- The embedded Hamiltonian is symmetric when its active and environment blocks are. -/
lemma embedded_isSymm {A : Matrix m m ℝ} (B : Matrix m n ℝ) {C : Matrix n n ℝ}
    (hA : A.IsSymm) (hC : C.IsSymm) (μ : ℝ) : (embeddedHamiltonian A B C μ).IsSymm :=
  Matrix.IsSymm.fromBlocks hA rfl (hC.add (Matrix.isSymm_one.smul μ))

omit [DecidableEq n] in
/-- A nonzero real vector has positive squared norm. -/
lemma dot_self_pos {v : n → ℝ} (hv : v ≠ 0) : 0 < v ⬝ᵥ v :=
  lt_of_le_of_ne (Finset.sum_nonneg fun i _ => mul_self_nonneg (v i))
    (fun h => hv (dotProduct_self_eq_zero.1 h.symm))

omit [DecidableEq m] [DecidableEq n] in
/-- The overlap of two vectors is the sum of the overlaps of their active and environment
parts. -/
lemma dot_sumElim (x x' : m → ℝ) (y y' : n → ℝ) :
    Sum.elim x y ⬝ᵥ Sum.elim x' y' = x ⬝ᵥ x' + y ⬝ᵥ y' := by
  simp [dotProduct, Fintype.sum_sum_type]

/-- Every real symmetric matrix of nonzero size has a lowest eigenvalue. -/
theorem exists_groundEnergy [Nonempty n] {M : Matrix n n ℝ} (hM : M.IsSymm) :
    ∃ E, IsGroundEnergy M E := by
  have hS : M.IsHermitian := by
    rw [Matrix.IsHermitian, Matrix.conjTranspose_eq_transpose_of_trivial]
    exact hM
  -- the eigenvalues form a finite set
  have hfin : {e : ℝ | ∃ v : n → ℝ, v ≠ 0 ∧ M *ᵥ v = e • v}.Finite := by
    refine (Module.End.finite_hasEigenvalue (Matrix.mulVecLin M)).subset ?_
    rintro e ⟨v, hv, h⟩
    exact Module.End.hasEigenvalue_of_hasEigenvector
      ⟨Module.End.mem_eigenspace_iff.2 h, hv⟩
  -- which is nonempty by the spectral theorem
  have hne : {e : ℝ | ∃ v : n → ℝ, v ≠ 0 ∧ M *ᵥ v = e • v}.Nonempty := by
    let i : n := Classical.arbitrary n
    refine ⟨hS.eigenvalues i, (hS.eigenvectorBasis i).ofLp, fun h0 => ?_,
      hS.mulVec_eigenvectorBasis i⟩
    exact hS.eigenvectorBasis.orthonormal.ne_zero i (by ext j; exact congrFun h0 j)
  obtain ⟨E, hE, hmin⟩ := Set.exists_min_image _ (fun e : ℝ => e) hfin hne
  exact ⟨E, hE, fun e v hv h => hmin e ⟨v, hv, h⟩⟩

/-- Variational principle: the energy of any trial vector is at least the ground energy
times its squared norm. -/
theorem variational_principle {M : Matrix n n ℝ} (hM : M.IsSymm) {E : ℝ}
    (hE : IsGroundEnergy M E) (v : n → ℝ) : E * (v ⬝ᵥ v) ≤ v ⬝ᵥ M *ᵥ v := by
  have hS : (M - E • (1 : Matrix n n ℝ)).IsHermitian := by
    rw [Matrix.IsHermitian, Matrix.conjTranspose_eq_transpose_of_trivial,
      Matrix.transpose_sub, Matrix.transpose_smul, Matrix.transpose_one, hM.eq]
  -- `M - E` has no negative eigenvalue
  have hpos : (M - E • (1 : Matrix n n ℝ)).PosSemidef := by
    refine hS.posSemidef_iff_eigenvalues_nonneg.2 (fun i => ?_)
    show (0 : ℝ) ≤ hS.eigenvalues i
    have h := hS.mulVec_eigenvectorBasis i
    rw [Matrix.sub_mulVec, Matrix.smul_mulVec, Matrix.one_mulVec] at h
    have hle := hE.2 (hS.eigenvalues i + E) (hS.eigenvectorBasis i).ofLp
      (fun h0 => hS.eigenvectorBasis.orthonormal.ne_zero i
        (by ext j; exact congrFun h0 j))
      (by rw [add_smul]; exact sub_eq_iff_eq_add.1 h)
    linarith
  have h := hpos.dotProduct_mulVec_nonneg v
  rw [star_trivial, Matrix.sub_mulVec, Matrix.smul_mulVec, Matrix.one_mulVec,
    dotProduct_sub, dotProduct_smul, smul_eq_mul] at h
  linarith

omit [DecidableEq m] in
/-- The energy of a vector with active part `x` and environment part `y` is the sum of the
active, coupling, environment and level-shift energies. -/
theorem energy_split (A : Matrix m m ℝ) (B : Matrix m n ℝ) (C : Matrix n n ℝ) (μ : ℝ)
    (x : m → ℝ) (y : n → ℝ) :
    Sum.elim x y ⬝ᵥ embeddedHamiltonian A B C μ *ᵥ Sum.elim x y =
      x ⬝ᵥ A *ᵥ x + 2 * (x ⬝ᵥ B *ᵥ y) + y ⬝ᵥ C *ᵥ y + μ * (y ⬝ᵥ y) := by
  have hB : y ⬝ᵥ Bᵀ *ᵥ x = x ⬝ᵥ B *ᵥ y := by
    rw [Matrix.mulVec_transpose, dotProduct_comm, ← Matrix.dotProduct_mulVec]
  rw [embeddedHamiltonian, Matrix.fromBlocks_mulVec, dot_sumElim]
  simp only [Sum.elim_comp_inl, Sum.elim_comp_inr, dotProduct_add, Matrix.add_mulVec,
    Matrix.smul_mulVec, Matrix.one_mulVec, dotProduct_smul, smul_eq_mul, hB]
  ring

omit [DecidableEq m] in
/-- The squared matrix element of `B` between `x` and `y` is at most the squared operator norm of
`B` times the squared norms of the two parts. -/
theorem coupling_bound (B : Matrix m n ℝ) (x : m → ℝ) (y : n → ℝ) :
    (x ⬝ᵥ B *ᵥ y) ^ 2 ≤ ‖B‖ ^ 2 * (x ⬝ᵥ x) * (y ⬝ᵥ y) := by
  have cs : ∀ w : m → ℝ, (x ⬝ᵥ w) ^ 2 ≤ (x ⬝ᵥ x) * (w ⬝ᵥ w) := by
    intro w
    have h := Finset.sum_mul_sq_le_sq_mul_sq Finset.univ x w
    simp only [dotProduct, ← sq]
    exact h
  have e1 : ∀ w : m → ℝ, ‖WithLp.toLp 2 w‖ ^ 2 = w ⬝ᵥ w := by
    intro w
    exact (EuclideanSpace.norm_sq_eq (WithLp.toLp 2 w : EuclideanSpace ℝ m)).trans
      (by simp [dotProduct, sq])
  have e2 : ‖WithLp.toLp 2 y‖ ^ 2 = y ⬝ᵥ y :=
    (EuclideanSpace.norm_sq_eq (WithLp.toLp 2 y : EuclideanSpace ℝ n)).trans
      (by simp [dotProduct, sq])
  have h : ‖WithLp.toLp 2 (B *ᵥ y)‖ ≤ ‖B‖ * ‖WithLp.toLp 2 y‖ :=
    Matrix.l2_opNorm_mulVec B (WithLp.toLp 2 y)
  have h2 := pow_le_pow_left₀ (norm_nonneg _) h 2
  rw [mul_pow, e1, e2] at h2
  have hx : 0 ≤ x ⬝ᵥ x := Finset.sum_nonneg fun i _ => mul_self_nonneg (x i)
  have h3 := mul_le_mul_of_nonneg_left h2 hx
  linarith [cs (B *ᵥ y)]

/-- Level-shift bounds: once the shifted environment lies above the active ground energy
`a₀`, the embedded ground energy lies below `a₀` by at most `‖B‖²` over the gap. -/
theorem level_shift_bounds {A : Matrix m m ℝ} {B : Matrix m n ℝ} {C : Matrix n n ℝ}
    {a₀ c₀ μ E : ℝ} (hA : A.IsSymm) (hC : C.IsSymm) (ha : IsGroundEnergy A a₀)
    (hc : IsGroundEnergy C c₀) (hgap : a₀ < μ + c₀)
    (hE : IsGroundEnergy (embeddedHamiltonian A B C μ) E) :
    a₀ - ‖B‖ ^ 2 / (μ + c₀ - a₀) ≤ E ∧ E ≤ a₀ := by
  constructor
  · obtain ⟨v, hv0, hv⟩ := hE.1
    obtain ⟨x, y, rfl⟩ : ∃ x y, v = Sum.elim x y :=
      ⟨v ∘ Sum.inl, v ∘ Sum.inr, (Sum.elim_comp_inl_inr v).symm⟩
    have hpos := dot_self_pos hv0
    have hen := energy_split A B C μ x y
    rw [hv, dotProduct_smul, smul_eq_mul] at hen
    rw [dot_sumElim] at hpos hen
    have hxA := variational_principle hA ha x
    have hyC := variational_principle hC hc y
    have hcpl := coupling_bound B x y
    have hX : 0 ≤ x ⬝ᵥ x := Finset.sum_nonneg fun i _ => mul_self_nonneg (x i)
    have hY : 0 ≤ y ⬝ᵥ y := Finset.sum_nonneg fun i _ => mul_self_nonneg (y i)
    generalize x ⬝ᵥ x = X at *
    generalize y ⬝ᵥ y = Y at *
    generalize x ⬝ᵥ B *ᵥ y = t at *
    have hg : 0 < μ + c₀ - a₀ := by linarith
    obtain ⟨g, hgdef⟩ : ∃ g, g = μ + c₀ - a₀ := ⟨_, rfl⟩
    rw [← hgdef] at hg ⊢
    obtain ⟨q, hq⟩ : ∃ q, q = ‖B‖ ^ 2 / g := ⟨_, rfl⟩
    have hq0 : 0 ≤ q := by rw [hq]; positivity
    have hqg : q * g = ‖B‖ ^ 2 := by rw [hq]; field_simp
    rw [← hq]
    -- arithmetic-geometric mean: the coupling is absorbed by `q X + g Y`
    have hs : (2 * t) ^ 2 ≤ (q * X + g * Y) ^ 2 := by
      rw [← hqg] at hcpl
      nlinarith [sq_nonneg (q * X - g * Y)]
    have ht := (abs_le_of_sq_le_sq' hs (by positivity)).1
    have hqY : 0 ≤ q * Y := mul_nonneg hq0 hY
    have hgY : g * Y = μ * Y + c₀ * Y - a₀ * Y := by rw [hgdef]; ring
    refine le_of_mul_le_mul_right ?_ hpos
    linarith
  · -- the active ground state, padded by zero, is a trial vector
    obtain ⟨x, hx0, hx⟩ := ha.1
    have h := variational_principle (embedded_isSymm B hA hC μ) hE (Sum.elim x 0)
    rw [energy_split, dot_sumElim, hx] at h
    simp only [Matrix.mulVec_zero, dotProduct_zero, dotProduct_smul, smul_eq_mul,
      mul_zero, add_zero] at h
    exact le_of_mul_le_mul_right h (dot_self_pos hx0)

/-- For a positive shift of at least `2 (a₀ - c₀)`, the level-shift error is at most
`2 ‖B‖² / μ`. -/
theorem level_shift_error {A : Matrix m m ℝ} {B : Matrix m n ℝ} {C : Matrix n n ℝ}
    {a₀ c₀ μ E : ℝ} (hA : A.IsSymm) (hC : C.IsSymm) (ha : IsGroundEnergy A a₀)
    (hc : IsGroundEnergy C c₀) (hμ : 0 < μ) (hshift : 2 * (a₀ - c₀) ≤ μ)
    (hE : IsGroundEnergy (embeddedHamiltonian A B C μ) E) :
    |E - a₀| ≤ 2 * ‖B‖ ^ 2 / μ := by
  have hg : 0 < μ + c₀ - a₀ := by linarith
  obtain ⟨h1, h2⟩ := level_shift_bounds hA hC ha hc (by linarith) hE
  have h3 : ‖B‖ ^ 2 / (μ + c₀ - a₀) ≤ 2 * ‖B‖ ^ 2 / μ := by
    rw [div_le_div_iff₀ hg hμ]
    have h4 : 0 ≤ 2 * (μ + c₀ - a₀) - μ := by linarith
    nlinarith [mul_nonneg (sq_nonneg ‖B‖) h4]
  rw [abs_of_nonpos (by linarith)]
  linarith

/-- As the level shift grows without bound, the embedded ground energy tends to the ground
energy of the active block. -/
theorem tendsto_active_energy {A : Matrix m m ℝ} {B : Matrix m n ℝ} {C : Matrix n n ℝ}
    {a₀ c₀ : ℝ} {E : ℝ → ℝ} (hA : A.IsSymm) (hC : C.IsSymm) (ha : IsGroundEnergy A a₀)
    (hc : IsGroundEnergy C c₀)
    (hE : ∀ μ, IsGroundEnergy (embeddedHamiltonian A B C μ) (E μ)) :
    Tendsto E atTop (𝓝 a₀) := by
  have h1 : Tendsto (fun μ : ℝ => 2 * ‖B‖ ^ 2 / μ) atTop (𝓝 0) :=
    tendsto_const_nhds.div_atTop tendsto_id
  rw [tendsto_iff_norm_sub_tendsto_zero]
  refine squeeze_zero' (Eventually.of_forall fun μ => norm_nonneg _) ?_ h1
  filter_upwards [eventually_gt_atTop 0, eventually_ge_atTop (2 * (a₀ - c₀))] with μ h0 h2
  exact level_shift_error hA hC ha hc h0 h2 (hE μ)

/-- Raising the level shift never lowers the embedded ground energy. -/
theorem groundEnergy_mono {A : Matrix m m ℝ} {B : Matrix m n ℝ} {C : Matrix n n ℝ}
    {μ ν E F : ℝ} (hA : A.IsSymm) (hC : C.IsSymm) (hμν : μ ≤ ν)
    (hE : IsGroundEnergy (embeddedHamiltonian A B C μ) E)
    (hF : IsGroundEnergy (embeddedHamiltonian A B C ν) F) : E ≤ F := by
  -- the ground state at the larger shift is a trial vector at the smaller one
  obtain ⟨v, hv0, hv⟩ := hF.1
  obtain ⟨x, y, rfl⟩ : ∃ x y, v = Sum.elim x y :=
    ⟨v ∘ Sum.inl, v ∘ Sum.inr, (Sum.elim_comp_inl_inr v).symm⟩
  have h := variational_principle (embedded_isSymm B hA hC μ) hE (Sum.elim x y)
  have hen := energy_split A B C ν x y
  rw [hv, dotProduct_smul, smul_eq_mul] at hen
  rw [energy_split] at h
  have hY : 0 ≤ y ⬝ᵥ y := Finset.sum_nonneg fun i _ => mul_self_nonneg (y i)
  have hs := mul_le_mul_of_nonneg_right hμν hY
  exact le_of_mul_le_mul_right (by linarith) (dot_self_pos hv0)

end ProjectorEmbedding
```

```lean
#print axioms ProjectorEmbedding.exists_groundEnergy
#print axioms ProjectorEmbedding.level_shift_bounds
#print axioms ProjectorEmbedding.tendsto_active_energy
#print axioms ProjectorEmbedding.groundEnergy_mono
```

```
'ProjectorEmbedding.exists_groundEnergy' depends on axioms: [propext, Classical.choice, Quot.sound]
'ProjectorEmbedding.level_shift_bounds' depends on axioms: [propext, Classical.choice, Quot.sound]
'ProjectorEmbedding.tendsto_active_energy' depends on axioms: [propext, Classical.choice, Quot.sound]
'ProjectorEmbedding.groundEnergy_mono' depends on axioms: [propext, Classical.choice, Quot.sound]
```

## Ground energies, blocks and the norm of the coupling

The types `m` and `n` label two finite sets of orthonormal basis functions, active and environment. A vector of the whole system is indexed by `m ⊕ n` and written `Sum.elim x y`, with active part \(x\) and environment part \(y\). `embeddedHamiltonian A B C μ` is the matrix \(H(\mu)\) above.

`IsGroundEnergy M E` says that \(E\) is an eigenvalue of \(M\) with a nonzero real eigenvector, and that no other such eigenvalue lies below it. Degeneracy is allowed. The theorem `exists_groundEnergy` shows that every real symmetric matrix of nonzero size has a ground energy, so the energies named in the hypotheses exist as soon as both blocks are nonempty.

The line `open scoped Matrix.Norms.L2Operator` fixes the meaning of `‖B‖`: it is the largest factor by which \(B\) can stretch a vector in Euclidean length, that is, the largest singular value of \(B\).

Four theorems carry the physical content.

- `level_shift_bounds` is the two-sided bound. Its hypothesis `hgap` is the condition \(a_0 < \mu + c_0\).
- `level_shift_error` gives \(|E - a_0| \le 2\|B\|^2/\mu\) when \(\mu > 0\) and \(\mu \ge 2(a_0 - c_0)\).
- `tendsto_active_energy` takes a function `E` whose value at each \(\mu\) is the ground energy of \(H(\mu)\), and concludes that it converges to \(a_0\) as \(\mu \to \infty\).
- `groundEnergy_mono` says that raising \(\mu\) never lowers the ground energy. It needs no gap condition.

## The level shift as a penalty on environment orbitals

In the level-shift form of projector embedding, the orbitals of a subsystem are kept out of the space occupied by its environment by adding \(\mu P\) to the Hamiltonian, where \(P\) projects onto the occupied orbitals of the environment. Take an orthonormal basis in which these orbitals span the environment block and their orthogonal complement is the active block. Then \(P\) is the identity on the environment block and zero elsewhere, which gives \(H(\mu)\). The gap condition says that the shift has lifted every environment level above the lowest active one. Exact orthogonality would leave the active block alone, with ground energy \(a_0\); a finite shift allows the ground state to leak into the environment, which can lower its energy.

For a fixed, finite, one-particle Hamiltonian, the result gives a value of \(\mu\) that suffices for the lowest orbital energy to reach a given accuracy. It treats neither the higher orbitals nor a total energy, and \(A\), \(B\) and \(C\) do not depend on \(\mu\), whereas in a self-consistent calculation the Fock matrix responds to the orbitals. A basis with overlap must be orthonormalised first.

## The variational principle and the size of the coupling

Expand a vector \(v\) in orthonormal eigenvectors of a symmetric matrix \(M\), with coefficients \(k_i\) and eigenvalues \(e_i \ge E\), where \(E\) is now the ground energy of \(M\). Then

\[
v \cdot M v = \sum_i e_i k_i^2 \;\ge\; E \sum_i k_i^2 = E\,(v \cdot v).
\]

For a normalised vector this is the usual statement that the expectation value is at least \(E\). `variational_principle` proves the unnormalised form by showing that \(M - E\,1\) has no negative eigenvalue and is therefore positive semidefinite.

For a vector with parts \(x\) and \(y\), multiplying out the blocks gives

\[
v \cdot H(\mu) v = x \cdot A x + 2\, x \cdot B y + y \cdot C y + \mu\, y \cdot y .
\]

The two off-diagonal blocks contribute equally because \(y \cdot B^{T} x = x \cdot B y\). This is `energy_split`. Here and below, the energy of a vector \(v\) means \(v \cdot H(\mu) v\) without division by \(v \cdot v\), so it is the expectation value only when \(v\) is normalised.

Write \(X = x \cdot x\), \(Y = y \cdot y\) and \(t = x \cdot B y\). The Cauchy-Schwarz inequality, followed by the definition of the operator norm, gives

\[
t^2 \le X\,(By \cdot By) \le \|B\|^2 X Y ,
\]

which is `coupling_bound`.

## The upper bound from a padded trial vector

Let \(x\) be a ground state of \(A\), and take \((x, 0)\) as a trial vector for \(H(\mu)\). Its energy is \(x \cdot A x = a_0 X\), since every term with \(y\) vanishes. The variational principle gives \(E X \le a_0 X\), and dividing by \(X > 0\) gives \(E \le a_0\). The second half of the proof of `level_shift_bounds` follows these steps, with `embedded_isSymm` supplying the symmetry of \(H(\mu)\) and `dot_self_pos` the positivity of \(X\).

## The lower bound from the arithmetic-geometric mean

Now let \(v = (x, y)\) be a ground state of \(H(\mu)\), and set \(g = \mu + c_0 - a_0 > 0\). Since \(H(\mu)v = Ev\), the energy of \(v\) is \(E(X + Y)\). Applying the variational principle to \(A\) and to \(C\) separately gives

\[
E(X+Y) \;\ge\; a_0 X + 2t + (c_0 + \mu) Y \;=\; a_0 (X+Y) + 2t + gY .
\]

Only the coupling term \(2t\) can be negative enough to do harm. Put \(q = \|B\|^2/g\), so that \(qg = \|B\|^2\). Then

\[
(2t)^2 \le 4\,(qX)(gY) = (qX + gY)^2 - (qX - gY)^2 \le (qX + gY)^2 ,
\]

and hence \(2t \ge -(qX + gY)\). The environment's cost \(gY\) cancels, which leaves

\[
E(X+Y) \;\ge\; a_0(X+Y) - qX \;\ge\; (a_0 - q)(X+Y),
\]

where the last step uses \(qY \ge 0\). Dividing by \(X + Y > 0\) gives \(E \ge a_0 - \|B\|^2/g\).

In the Lean proof, `generalize` replaces the three scalar products by plain real numbers `X`, `Y` and `t`, after which only real arithmetic remains. The call to `nlinarith` receives the square \((qX - gY)^2 \ge 0\) as its hint, `abs_le_of_sq_le_sq'` passes from the squares to \(2t\) itself, and `le_of_mul_le_mul_right` carries out the final division.

## From the gap to the large-shift limit

If \(\mu \ge 2(a_0 - c_0)\), then \(a_0 - c_0 \le \mu/2\), so \(g \ge \mu/2\). With \(\mu > 0\) this gives

\[
0 \le a_0 - E \le \frac{\|B\|^2}{g} \le \frac{2\|B\|^2}{\mu}.
\]

This is `level_shift_error`. Doubling the shift halves this bound. Both conditions on \(\mu\) hold for all sufficiently large shifts, which is what `filter_upwards` uses in `tendsto_active_energy`; the error is then squeezed between zero and a quantity that tends to zero.

For monotonicity, let \(\mu \le \nu\), let \(E\) and \(F\) be the ground energies of \(H(\mu)\) and \(H(\nu)\), and let \(v = (x, y)\) be a ground state at the larger shift \(\nu\). Used as a trial vector at \(\mu\), it gives

\[
E\,(v \cdot v) \le v \cdot H(\mu) v = F\,(v \cdot v) - (\nu - \mu) Y \le F\,(v \cdot v),
\]

so \(E \le F\). The upper bound \(E \le a_0\) does not need the gap condition either, since its proof never uses it. Together with the large-shift limit, this means that the embedded energy tends to \(a_0\) without ever exceeding it, and never moves away from it as the shift increases.
